# The slab Coulomb kernel at in-plane wave number k > 0 has the Fourier transform 4π/(k² + q²)

The potential of a charged sheet enters here as an explicit formula, not as the solution of a differential equation. Take an infinitely thin sheet at height $z=0$ whose surface charge is a plane wave of unit amplitude with in-plane wave number $k>0$. In Gaussian units its potential has the same in-plane modulation, multiplied by a function $V_k(z)$ of the height that decays on both sides and solves

$$V_k''(z)-k^2V_k(z)=-4\pi\,\delta(z),\qquad V_k(z)=\frac{2\pi}{k}\,e^{-k|z|}.$$

The Lean file starts from the second formula; the equation before it is the physics that the formula stands for. The case $k=0$, a sheet with net charge, is left out: its potential varies linearly with the distance from the sheet, without bound, and has no ordinary Fourier integral.

## The two kernels

```lean
import Mathlib

open MeasureTheory Set
open scoped Real FourierTransform

namespace SlabCoulomb
```

The first lines load the mathematical library Mathlib and make the symbols `π` and `𝓕` (Fourier transform) available.

```lean
/-- Potential at height `z` of a unit charge sheet modulated in its plane with wave number
`k`, for `k > 0`. -/
noncomputable def slabKernel (k z : ℝ) : ℝ := 2 * π / k * Real.exp (-k * |z|)
```

This is $V_k(z)$. The notation `(k z : ℝ)` says that both arguments are real numbers, and the final `ℝ` says that the value is real too.

```lean
/-- Coulomb kernel in reciprocal space at in-plane wave number `k` and normal wave number `q`,
for `(k, q) ≠ (0, 0)`. -/
noncomputable def coulombKernel (k q : ℝ) : ℝ := 4 * π / (k ^ 2 + q ^ 2)
```

This is the Coulomb kernel in reciprocal space,

$$C_k(q)=\frac{4\pi}{k^2+q^2},$$

where $q$ is the wave number along the surface normal. The denominator is the squared length of the full three-dimensional wave vector. Both definitions accept all real arguments; the condition $k>0$ appears later as the hypothesis `hk : 0 < k`.

## From the slab kernel to the Coulomb kernel

```lean
/-- Above the sheet the slab kernel times a plane wave is a single complex exponential. -/
theorem slab_above (k q : ℝ) {z : ℝ} (hz : 0 < z) :
    (slabKernel k z : ℂ) * Complex.exp (-(Complex.I * q * z)) =
      2 * π / k * Complex.exp (-(k + Complex.I * q) * z) := by
  simp only [slabKernel, abs_of_pos hz]
  push_cast
  rw [mul_assoc, ← Complex.exp_add]
  congr 2
  ring
```

For $z>0$ we have $|z|=z$, so the two exponents add:

$$V_k(z)\,e^{-iqz}=\frac{2\pi}{k}\,e^{-(k+iq)z}.$$

In a Lean theorem the hypotheses stand before the colon, the claim after it, and the proof after `:= by`. The expression `(slabKernel k z : ℂ)` is the real number $V_k(z)$ regarded as a complex one. In the proof, `Complex.exp_add` merges the exponentials and `ring` checks that the exponents agree.

```lean
/-- On and below the sheet the slab kernel times a plane wave is a single complex
exponential. -/
theorem slab_below (k q : ℝ) {z : ℝ} (hz : z ≤ 0) :
    (slabKernel k z : ℂ) * Complex.exp (-(Complex.I * q * z)) =
      2 * π / k * Complex.exp ((k - Complex.I * q) * z) := by
  simp only [slabKernel, abs_of_nonpos hz]
  push_cast
  rw [mul_assoc, ← Complex.exp_add]
  congr 2
  ring
```

For $z\le 0$ we have $|z|=-z$, and the same step gives

$$V_k(z)\,e^{-iqz}=\frac{2\pi}{k}\,e^{(k-iq)z}.$$

The point $z=0$ is assigned to this half.

```lean
/-- The slab kernel times a plane wave is integrable over the whole normal axis. -/
theorem slab_integrable {k : ℝ} (hk : 0 < k) (q : ℝ) :
    Integrable (fun z : ℝ => (slabKernel k z : ℂ) * Complex.exp (-(Complex.I * q * z))) := by
  have hR : (-((k : ℂ) + Complex.I * q)).re < 0 := by simp [hk]
  have hL : 0 < ((k : ℂ) - Complex.I * q).re := by simp [hk]
  rw [← integrableOn_univ, ← Set.Iic_union_Ioi (a := (0 : ℝ))]
  refine IntegrableOn.union ?_ ?_
  · exact IntegrableOn.congr_fun
      (Integrable.const_mul (integrableOn_exp_mul_complex_Iic hL 0) (2 * π / k : ℂ))
      (fun z hz => (slab_below k q hz).symm) measurableSet_Iic
  · exact IntegrableOn.congr_fun
      (Integrable.const_mul (integrableOn_exp_mul_complex_Ioi hR 0) (2 * π / k : ℂ))
      (fun z hz => (slab_above k q hz).symm) measurableSet_Ioi
```

The product $V_k(z)e^{-iqz}$ is integrable over the whole line for every real $q$. By hand, its modulus is $(2\pi/k)e^{-k|z|}$, which has a finite integral because $k>0$.

Lean treats the half-lines $z\le0$ (`Iic`) and $z>0$ (`Ioi`) separately. The facts `hL` and `hR` record the signs of the real parts, $\operatorname{Re}(k-iq)=k>0$ and $\operatorname{Re}(-(k+iq))=-k<0$, which make each exponential decay away from the sheet. The two preceding theorems then carry integrability over to the original product.

```lean
/-- The Fourier transform of the slab kernel along the normal axis is the Coulomb kernel
`4π / (k² + q²)`. -/
theorem slab_fourier {k : ℝ} (hk : 0 < k) (q : ℝ) :
    ∫ z : ℝ, (slabKernel k z : ℂ) * Complex.exp (-(Complex.I * q * z)) =
      (coulombKernel k q : ℂ) := by
  have hR : (-((k : ℂ) + Complex.I * q)).re < 0 := by simp [hk]
  have hL : 0 < ((k : ℂ) - Complex.I * q).re := by simp [hk]
  have hi := slab_integrable hk q
  -- split the axis at the sheet and integrate each exponential
  rw [← intervalIntegral.integral_Iic_add_Ioi (b := (0 : ℝ)) hi.integrableOn hi.integrableOn,
    setIntegral_congr_fun measurableSet_Iic (fun z hz => slab_below k q hz),
    setIntegral_congr_fun measurableSet_Ioi (fun z hz => slab_above k q hz),
    integral_const_mul, integral_const_mul,
    integral_exp_mul_complex_Iic hL, integral_exp_mul_complex_Ioi hR]
  have hk0 : (k : ℂ) ≠ 0 := by exact_mod_cast hk.ne'
  have ha : (k : ℂ) - Complex.I * q ≠ 0 := fun h => by simp [h] at hL
  have hb : (k : ℂ) + Complex.I * q ≠ 0 := fun h => by simp [h] at hR
  have hfac : (k : ℂ) ^ 2 + (q : ℂ) ^ 2 =
      (k - Complex.I * q) * (k + Complex.I * q) := by
    linear_combination (q : ℂ) ^ 2 * Complex.I_sq
  simp only [coulombKernel, Complex.ofReal_zero, mul_zero, Complex.exp_zero, neg_div_neg_eq]
  push_cast
  rw [hfac]
  field_simp
  ring
```

This is the main result:

$$\int_{-\infty}^{\infty}V_k(z)\,e^{-iqz}\,dz=\frac{4\pi}{k^2+q^2}.$$

By hand, split the integral at the sheet. The two halves are

$$\int_{-\infty}^{0}e^{(k-iq)z}\,dz=\frac{1}{k-iq},\qquad \int_{0}^{\infty}e^{-(k+iq)z}\,dz=\frac{1}{k+iq}.$$

Adding them over a common denominator gives

$$\frac{2\pi}{k}\left(\frac{1}{k-iq}+\frac{1}{k+iq}\right)=\frac{2\pi}{k}\cdot\frac{2k}{k^2+q^2}=\frac{4\pi}{k^2+q^2}.$$

The long `rw` command, which replaces expressions by equal ones, follows this order. It splits the line, inserts the single exponentials from `slab_below` and `slab_above`, takes out the constant and evaluates both integrals. The facts `ha` and `hb` say that the two denominators are nonzero, and `hfac` is the factorisation $k^2+q^2=(k-iq)(k+iq)$. With these, `field_simp` and `ring` add the fractions.

## The potential of a plane wave of charge

```lean
/-- A plane wave of charge along the normal axis produces the same plane wave of potential,
multiplied by the Coulomb kernel. -/
theorem plane_wave_response {k : ℝ} (hk : 0 < k) (q z : ℝ) :
    ∫ s : ℝ, (slabKernel k (z - s) : ℂ) * Complex.exp (Complex.I * q * s) =
      coulombKernel k q * Complex.exp (Complex.I * q * z) := by
  rw [← slab_fourier hk q, ← integral_sub_left_eq_self _ volume z, ← integral_mul_const]
  refine integral_congr_ae (Filter.Eventually.of_forall fun s => ?_)
  dsimp only
  rw [sub_sub_cancel, mul_assoc (slabKernel k s : ℂ), ← Complex.exp_add]
  congr 2
  push_cast
  ring
```

Now fill space with charge that has the same in-plane modulation at every height and a volume density of amplitude $e^{iqs}$ at height $s$. A layer of thickness $ds$ there acts as a sheet of amplitude $e^{iqs}\,ds$. Superposition gives the potential at height $z$ as an integral over $s$, and the theorem evaluates it:

$$\int_{-\infty}^{\infty}V_k(z-s)\,e^{iqs}\,ds=C_k(q)\,e^{iqz}.$$

By hand, replace $s$ by $z-s$, which leaves an integral over the whole line unchanged:

$$\int_{-\infty}^{\infty}V_k(s)\,e^{iq(z-s)}\,ds=e^{iqz}\int_{-\infty}^{\infty}V_k(s)\,e^{-iqs}\,ds=e^{iqz}\,C_k(q).$$

In Lean, `integral_sub_left_eq_self` is this substitution, and `slab_fourier` supplies the last integral. The result is the rule by which a plane-wave code with the ordinary, untruncated Coulomb interaction obtains the electrostatic potential, multiplying each Fourier component of the charge with nonzero wave vector by $4\pi$ over the squared length of that vector; here it is established for a prescribed charge wave in vacuum with a nonzero in-plane wave number.

## Back from wave number to height

```lean
/-- The Coulomb kernel is integrable over the normal wave number. -/
theorem coulomb_integrable {k : ℝ} (hk : 0 < k) : Integrable (fun q => coulombKernel k q) := by
  have h := (integrable_inv_one_add_sq.comp_mul_left' (inv_ne_zero hk.ne')).const_mul
    (4 * π / k ^ 2)
  refine h.congr (Filter.Eventually.of_forall fun q => ?_)
  have h1 : k ^ 2 + q ^ 2 = k ^ 2 * (1 + (k⁻¹ * q) ^ 2) := by
    field_simp
  dsimp only [coulombKernel]
  rw [h1, ← div_div, div_eq_mul_inv (4 * π / k ^ 2)]
```

The return transform needs the Coulomb kernel to be integrable over $q$. Writing

$$\frac{4\pi}{k^2+q^2}=\frac{4\pi}{k^2}\cdot\frac{1}{1+(q/k)^2}$$

shows that it is a rescaled copy of $1/(1+x^2)$, whose integral is finite. The Lean proof starts from that function, rescales its argument by $1/k$, multiplies by the constant and checks the identity above.

```lean
/-- Integrating the Coulomb kernel times a plane wave over the normal wave number, and dividing by
`2π`, gives back the slab kernel at every height. -/
theorem slab_inversion {k : ℝ} (hk : 0 < k) (z : ℝ) :
    (1 / (2 * π) : ℂ) * ∫ q : ℝ, (coulombKernel k q : ℂ) * Complex.exp (Complex.I * q * z) =
      slabKernel k z := by
  have hc : Continuous (fun z : ℝ => (slabKernel k z : ℂ)) := by
    simp only [slabKernel]
    fun_prop
  have hi : Integrable (fun z : ℝ => (slabKernel k z : ℂ)) := by
    simpa using slab_integrable hk 0
  -- the transform in the convention with 2π in the exponent
  have hF : 𝓕 (fun z : ℝ => (slabKernel k z : ℂ)) =
      fun w : ℝ => (coulombKernel k (2 * π * w) : ℂ) := by
    funext w
    rw [Real.fourier_eq', ← slab_fourier hk (2 * π * w)]
    refine integral_congr_ae (Filter.Eventually.of_forall fun v => ?_)
    simp only [smul_eq_mul, RCLike.inner_apply, conj_trivial]
    rw [mul_comm]
    congr 2
    push_cast
    ring
  have hFi : Integrable (𝓕 (fun z : ℝ => (slabKernel k z : ℂ))) := by
    rw [hF]
    exact ((coulomb_integrable hk).comp_mul_left' Real.two_pi_pos.ne').ofReal
  have h := congrFun (hc.fourierInv_fourier_eq hi hFi) z
  rw [hF, Real.fourierInv_eq'] at h
  -- rescale the wave number by 2π
  have hs := Measure.integral_comp_mul_left
    (fun q : ℝ => (coulombKernel k q : ℂ) * Complex.exp (Complex.I * q * z)) (2 * π)
  rw [abs_of_pos (inv_pos.mpr Real.two_pi_pos), Complex.real_smul] at hs
  rw [← h, one_div]
  push_cast at hs
  rw [← hs]
  refine integral_congr_ae (Filter.Eventually.of_forall fun v => ?_)
  simp only [smul_eq_mul, RCLike.inner_apply, conj_trivial]
  rw [mul_comm]
  congr 2
  push_cast
  ring
```

The statement reads, for every real $z$,

$$\frac{1}{2\pi}\int_{-\infty}^{\infty}C_k(q)\,e^{iqz}\,dq=V_k(z).$$

The height $z=0$ is included, although $V_k$ has a cusp there. Fourier inversion holds at every point when a function is continuous and both it and its transform are integrable; differentiability is not required.

Mathlib places $2\pi$ in the exponent, so its transform of $V_k$ at frequency $w$ is

$$\int_{-\infty}^{\infty}V_k(v)\,e^{-2\pi i v w}\,dv=C_k(2\pi w),$$

by the main result at $q=2\pi w$. Inversion in that convention, followed by the substitution $q=2\pi w$ with $dq=2\pi\,dw$, gives

$$V_k(z)=\int_{-\infty}^{\infty}C_k(2\pi w)\,e^{2\pi i w z}\,dw=\frac{1}{2\pi}\int_{-\infty}^{\infty}C_k(q)\,e^{iqz}\,dq.$$

In the proof, `hc` is the continuity of $V_k$ and `hi` its integrability, obtained from `slab_integrable` at $q=0$. The transform is computed in `hF` and shown to be integrable in `hFi`. The inversion theorem is then applied in `h`, and `hs` carries out the change of variable.

## A sheet and its periodic images

```lean
/-- The potential of a sheet together with all its periodic images at spacing `L`, at a height
between two neighbouring sheets, is a hyperbolic cosine about the midplane. -/
theorem slab_images {k L z : ℝ} (hk : 0 < k) (hL : 0 < L) (hz : 0 ≤ z) (hzL : z ≤ L) :
    HasSum (fun n : ℤ => slabKernel k (z + n * L))
      (2 * π / k * (Real.cosh (k * (z - L / 2)) / Real.sinh (k * L / 2))) := by
  have hkL : 0 < k * L := mul_pos hk hL
  have hg := hasSum_geometric_of_lt_one (Real.exp_pos (-(k * L))).le
    (Real.exp_lt_one_iff.mpr (by linarith))
  -- sheets on one side, then sheets on the other
  have t1 : ∀ n : ℕ, slabKernel k (z + ((n : ℤ) : ℝ) * L) =
      2 * π / k * Real.exp (-(k * z)) * Real.exp (-(k * L)) ^ n := by
    intro n
    have hn : 0 ≤ z + ((n : ℤ) : ℝ) * L := by push_cast; positivity
    rw [slabKernel, abs_of_nonneg hn, ← Real.exp_nat_mul, mul_assoc, ← Real.exp_add]
    congr 2
    push_cast
    ring
  have t2 : ∀ n : ℕ, slabKernel k (z + ((-((n : ℤ) + 1) : ℤ) : ℝ) * L) =
      2 * π / k * Real.exp (k * (z - L)) * Real.exp (-(k * L)) ^ n := by
    intro n
    have hn : z + ((-((n : ℤ) + 1) : ℤ) : ℝ) * L ≤ 0 := by
      push_cast
      nlinarith [mul_nonneg (Nat.cast_nonneg (α := ℝ) n) hL.le]
    rw [slabKernel, abs_of_nonpos hn, ← Real.exp_nat_mul, mul_assoc, ← Real.exp_add]
    congr 2
    push_cast
    ring
  have h1 : HasSum (fun n : ℕ => slabKernel k (z + ((n : ℤ) : ℝ) * L))
      (2 * π / k * Real.exp (-(k * z)) * (1 - Real.exp (-(k * L)))⁻¹) := by
    simp only [t1]
    exact hg.mul_left _
  have h2 : HasSum (fun n : ℕ => slabKernel k (z + ((-((n : ℤ) + 1) : ℤ) : ℝ) * L))
      (2 * π / k * Real.exp (k * (z - L)) * (1 - Real.exp (-(k * L)))⁻¹) := by
    simp only [t2]
    exact hg.mul_left _
  have h3 := HasSum.of_nat_of_neg_add_one
    (f := fun n : ℤ => slabKernel k (z + (n : ℝ) * L)) h1 h2
  convert h3 using 1
  -- factor out half a period from every exponential
  have e1 : Real.exp (-(k * z)) =
      Real.exp (-(k * L / 2)) * Real.exp (-(k * (z - L / 2))) := by
    rw [← Real.exp_add]; congr 1; ring
  have e2 : Real.exp (k * (z - L)) =
      Real.exp (-(k * L / 2)) * Real.exp (k * (z - L / 2)) := by
    rw [← Real.exp_add]; congr 1; ring
  have e3 : 1 - Real.exp (-(k * L)) =
      Real.exp (-(k * L / 2)) * (2 * Real.sinh (k * L / 2)) := by
    have a1 : Real.exp (-(k * L / 2)) * Real.exp (k * L / 2) = 1 := by
      rw [← Real.exp_add, neg_add_cancel, Real.exp_zero]
    have a2 : Real.exp (-(k * L)) = Real.exp (-(k * L / 2)) * Real.exp (-(k * L / 2)) := by
      rw [← Real.exp_add]; congr 1; ring
    rw [Real.sinh_eq, a2]
    linear_combination -a1
  have key : ∀ a s u v c : ℝ, a ≠ 0 → c * ((u + v) / 2 / s) =
      c * (a * v) * (a * (2 * s))⁻¹ + c * (a * u) * (a * (2 * s))⁻¹ := by
    intro a s u v c ha
    have h := mul_inv_cancel₀ ha
    rw [mul_inv a (2 * s)]
    linear_combination (-(c * (u + v) * (2 * s)⁻¹)) * h
  rw [e1, e2, e3, Real.cosh_eq]
  exact key _ _ _ _ _ (Real.exp_ne_zero _)

end SlabCoulomb
```

Repeat the sheet at spacing $L>0$, each copy with the same in-plane modulation and phase. For a height $0\le z\le L$, between two neighbouring sheets or on one of them, the theorem says

$$\sum_{n\in\mathbb Z}V_k(z+nL)=\frac{2\pi}{k}\,\frac{\cosh\!\big(k(z-L/2)\big)}{\sinh(kL/2)}.$$

`HasSum` states that the series converges, independently of the order of its terms, and that this is its sum. The term with index $n$ belongs to the sheet at height $-nL$.

By hand, separate the sheets at or below height $0$ from those at or above height $L$. For $n\ge0$ the argument $z+nL$ is nonnegative, and the terms form a geometric series:

$$\sum_{n=0}^{\infty}e^{-k(z+nL)}=\frac{e^{-kz}}{1-e^{-kL}}.$$

The negative indices are $-(n+1)$ with $n\ge0$. There $z-(n+1)L\le0$, so

$$\sum_{n=0}^{\infty}e^{k(z-(n+1)L)}=\frac{e^{k(z-L)}}{1-e^{-kL}}.$$

Take the factor $e^{-kL/2}$ out of the numerators and the denominator:

$$\frac{e^{-kz}+e^{k(z-L)}}{1-e^{-kL}}=\frac{e^{-kL/2}\cdot2\cosh\!\big(k(z-L/2)\big)}{e^{-kL/2}\cdot2\sinh(kL/2)}.$$

The common factors cancel, and multiplication by $2\pi/k$ gives the stated sum.

In Lean, `t1` and `t2` bring the terms of the two groups into geometric form, using `hz` and `hzL` to settle the signs. Their sums are `h1` and `h2`, and `HasSum.of_nat_of_neg_add_one` joins them into a sum over all integers. The equations `e1`, `e2` and `e3` take out $e^{-kL/2}$, and `key` cancels it.

A surface calculation that is periodic in all three directions, with the third cell vector along the surface normal and the untruncated Coulomb interaction, includes copies of the slab arranged in this way. For rigid, infinitely thin sheets at one nonzero in-plane wave number, the formula gives the potential with all the copies included.

```lean
#print axioms SlabCoulomb.slab_fourier
#print axioms SlabCoulomb.plane_wave_response
#print axioms SlabCoulomb.slab_inversion
#print axioms SlabCoulomb.slab_images
```

```
'SlabCoulomb.slab_fourier' depends on axioms: [propext, Classical.choice, Quot.sound]
'SlabCoulomb.plane_wave_response' depends on axioms: [propext, Classical.choice, Quot.sound]
'SlabCoulomb.slab_inversion' depends on axioms: [propext, Classical.choice, Quot.sound]
'SlabCoulomb.slab_images' depends on axioms: [propext, Classical.choice, Quot.sound]
```
